# The trace of a product of two spin-block matrices is the sum of its singlet and triplet parts

Let two real matrices over spin-up and spin-down excitations each have equal same-spin blocks and equal opposite-spin blocks: `B₁` and `B₂` for the first, `T₁` and `T₂` for the second. The lemma states that the trace of their product is Tr[(B₁ + B₂)(T₁ + T₂)] + Tr[(B₁ − B₂)(T₁ − T₂)], where the sums of blocks are the singlet combinations and the differences the triplet ones. The set of excitations for each spin is finite, and the blocks are otherwise arbitrary, with no symmetry assumed. The attempt multiplies the block matrices, tries to reduce the trace to the traces of the diagonal blocks, and then expands both sides and compares them.

Lean 4 with Mathlib refuses this proof:

```lean
import Mathlib

open Matrix

namespace TraceSingletAddTriplet

variable {n : Type*}

/-- The matrix over spin-up and spin-down excitations with same-spin blocks `P`
and opposite-spin blocks `Q`. -/
def spinBlock (P Q : Matrix n n ℝ) : Matrix (n ⊕ n) (n ⊕ n) ℝ :=
  fromBlocks P Q Q P

/-- The product of two spin-block matrices is again a spin-block matrix. -/
theorem spinBlock_mul [Fintype n] (P Q P' Q' : Matrix n n ℝ) :
    spinBlock P Q * spinBlock P' Q' =
      spinBlock (P * P' + Q * Q') (P * Q' + Q * P') := by
  simp only [spinBlock, fromBlocks_multiply]
  exact fromBlocks_inj.mpr ⟨rfl, rfl, add_comm _ _, add_comm _ _⟩

variable [Fintype n]

/-- The contraction `Tr(BT)` of spin-block matrices is the sum of the singlet and
triplet contractions. -/
theorem trace_singlet_add_triplet (B₁ B₂ T₁ T₂ : Matrix n n ℝ) :
    trace (spinBlock B₁ B₂ * spinBlock T₁ T₂) =
      trace ((B₁ + B₂) * (T₁ + T₂)) + trace ((B₁ - B₂) * (T₁ - T₂)) := by
  rw [spinBlock_mul, spinBlock, trace_fromBlocks]
  simp only [add_mul, mul_add, sub_mul, mul_sub, trace_add, trace_sub]
  ring

end TraceSingletAddTriplet
```

The compiler's answer:

```
Main.lean:28:32: error(lean.unknownIdentifier): Unknown identifier `trace_fromBlocks`
Main.lean:27:71: error: unsolved goals
n : Type u_1
inst✝ : Fintype n
B₁ B₂ T₁ T₂ : Matrix n n ℝ
⊢ (fromBlocks (B₁ * T₁ + B₂ * T₂) (B₁ * T₂ + B₂ * T₁) (B₁ * T₂ + B₂ * T₁) (B₁ * T₁ + B₂ * T₂)).trace =
    ((B₁ + B₂) * (T₁ + T₂)).trace + ((B₁ - B₂) * (T₁ - T₂)).trace
```

The mended proof, as a diff:

```diff
@@ -26,5 +26,10 @@
     trace (spinBlock B₁ B₂ * spinBlock T₁ T₂) =
       trace ((B₁ + B₂) * (T₁ + T₂)) + trace ((B₁ - B₂) * (T₁ - T₂)) := by
-  rw [spinBlock_mul, spinBlock, trace_fromBlocks]
+  -- the trace runs over the two equal same-spin blocks
+  have hblock : ∀ P Q : Matrix n n ℝ,
+      trace (fromBlocks P Q Q P) = trace P + trace P := by
+    intro P Q
+    simp [Matrix.trace, Fintype.sum_sum_type]
+  rw [spinBlock_mul, spinBlock, hblock]
   simp only [add_mul, mul_add, sub_mul, mul_sub, trace_add, trace_sub]
   ring
```

What went wrong. The first message says that Lean knows no lemma called `trace_fromBlocks`. The file has `open Matrix`, so `Matrix.trace_fromBlocks` would have been found too, had the imports supplied it. The second message follows from the first: it shows the goal after the rewrites with `spinBlock_mul` and `spinBlock`, where the left side is still the trace of a `fromBlocks` matrix.

The repair proves the missing step on the spot, as `hblock`, for the case needed here, in which both diagonal blocks are the same matrix `P`. Its `simp` call unfolds `Matrix.trace` to a sum of diagonal entries, and `Fintype.sum_sum_type` splits the sum over `n ⊕ n` into two sums over `n`, each equal to `trace P`. Rewriting with `hblock` in place of the unknown name turns the left side into traces of `n` by `n` matrices. The unchanged `simp only` and `ring` lines then expand the products and finish the proof. The added comment only describes the step.
